# Least-variance reaction energies from a thermochemical network

A laboratory has measured the energies of several reactions that share species. Some measurements used the same calorimeter, so their errors are correlated. One set of species energies has to be fitted to all the data, and the energies of other reactions will be computed from it. Which linear fit gives those reactions the smallest variance, and what is lost if the correlations are ignored?

Let x be the vector of species energies, indexed by `n`, and y the vector of measured reaction energies, indexed by `m`. Row i of the real matrix A holds the stoichiometric coefficients of measured reaction i, so exact data would satisfy y = Ax. The data have covariance matrix V. The sheet compares linear fits x = Ly that reproduce exact data, which means LA = I. The candidate for the best one is

G = C Aᵀ V⁻¹, with C = (Aᵀ V⁻¹ A)⁻¹.

Three assumptions enter. The data have no systematic error (their mean is Ax₀, with x₀ the true values), V is known and positive definite, and A has linearly independent columns. The last is written `Function.Injective A.mulVec`: different species energies predict different data. If every measured reaction balances its atoms, the columns for the full list of species are dependent. One remedy is to set the energies of suitable reference species, such as one for each element, to zero and leave them out of x. No normal distribution is assumed, and nonlinear or biased estimators are not compared.

```lean
import Mathlib

open Matrix MeasureTheory

namespace ThermochemicalNetwork

noncomputable section

variable {Ω m n : Type*} [MeasurableSpace Ω]
```

The data are a random vector on a measure space. `HasMeanCov μ t V y` says that each component is square-integrable and that the integrals give mean t and covariance V.

```lean
/-- The random vector `y` has finite second moments, mean `t` and covariance matrix `V`. -/
structure HasMeanCov (μ : Measure Ω) (t : m → ℝ) (V : Matrix m m ℝ) (y : Ω → m → ℝ) : Prop where
  memLp : ∀ i, MemLp (fun ω => y ω i) 2 μ
  mean : ∀ i, ∫ ω, y ω i ∂μ = t i
  cov : ∀ i j, ∫ ω, (y ω i - t i) * (y ω j - t j) ∂μ = V i j
```

## (a) Propagate the uncertainty

**Task.** Show that Ly has mean Lt and covariance LVLᵀ when y has mean t and covariance V.

**Solution.** The mean follows from linearity of the integral. The error of component k is Σᵢ Lₖᵢ(yᵢ − tᵢ), so the product of the errors of components k and l is

Σᵢ Σⱼ Lₖᵢ Lₗⱼ (yᵢ − tᵢ)(yⱼ − tⱼ).

Each product of two square-integrable errors is integrable, so the average may be taken term by term. It is Σᵢ Σⱼ Lₖᵢ Lₗⱼ Vᵢⱼ = (LVLᵀ)ₖₗ.

In the proof, `hi` supplies integrability, `e` the double sum, and `hR` the same expansion of the matrix product.

```lean
variable [Fintype m]

/-- Propagation of uncertainty: a linear map `L` turns mean `t` and covariance `V`
into mean `L t` and covariance `L V Lᵀ`. -/
theorem HasMeanCov.mulVec {μ : Measure Ω} [IsProbabilityMeasure μ] {t : m → ℝ}
    {V : Matrix m m ℝ} {y : Ω → m → ℝ} (h : HasMeanCov μ t V y) (L : Matrix n m ℝ) :
    HasMeanCov μ (L *ᵥ t) (L * V * Lᵀ) (fun ω => L *ᵥ y ω) where
  memLp k := by
    simp only [Matrix.mulVec, dotProduct]
    exact MeasureTheory.memLp_finsetSum _ fun i _ => (h.memLp i).const_mul _
  mean k := by
    simp only [Matrix.mulVec, dotProduct]
    rw [MeasureTheory.integral_finsetSum _ (fun i _ => ((h.memLp i).integrable one_le_two).const_mul _)]
    simp only [integral_const_mul, h.mean]
  cov k l := by
    have hi : ∀ i j, Integrable (fun ω => (y ω i - t i) * (y ω j - t j)) μ := fun i j =>
      ((h.memLp i).sub (memLp_const (t i))).integrable_mul
        ((h.memLp j).sub (memLp_const (t j)))
    -- the product of two propagated errors is a double sum over data errors
    have e : ∀ ω, ((L *ᵥ y ω) k - (L *ᵥ t) k) * ((L *ᵥ y ω) l - (L *ᵥ t) l)
        = ∑ i, ∑ j, L k i * L l j * ((y ω i - t i) * (y ω j - t j)) := by
      intro ω
      simp only [Matrix.mulVec, dotProduct, ← Finset.sum_sub_distrib, ← mul_sub,
        Finset.sum_mul_sum]
      exact Finset.sum_congr rfl fun i _ => Finset.sum_congr rfl fun j _ => by ring
    have hR : (L * V * Lᵀ) k l = ∑ i, ∑ j, L k i * L l j * V i j := by
      simp only [Matrix.mul_apply, Matrix.transpose_apply, Finset.sum_mul]
      rw [Finset.sum_comm]
      exact Finset.sum_congr rfl fun i _ => Finset.sum_congr rfl fun j _ => by ring
    simp only [e]
    rw [hR, MeasureTheory.integral_finsetSum _
      (fun i _ => MeasureTheory.integrable_finsetSum _ fun j _ => (hi i j).const_mul _)]
    refine Finset.sum_congr rfl fun i _ => ?_
    rw [MeasureTheory.integral_finsetSum _ (fun j _ => (hi i j).const_mul _)]
    simp only [integral_const_mul, h.cov]
```

Four definitions serve the remaining parts. A fit with weight matrix W is (AᵀWA)⁻¹AᵀW, so G is `weightedFit A V⁻¹`.

```lean
variable [Fintype n] [DecidableEq m] [DecidableEq n]

/-- The linear fit `(Aᵀ W A)⁻¹ Aᵀ W` of species values to reaction data with weight matrix `W`. -/
def weightedFit (A : Matrix m n ℝ) (W : Matrix m m ℝ) : Matrix n m ℝ :=
  (Aᵀ * W * A)⁻¹ * Aᵀ * W
```

The matrix C is `networkCov A V`. That it is a covariance is proved in (h).

```lean
/-- The matrix `C = (Aᵀ V⁻¹ A)⁻¹` of the network. -/
def networkCov (A : Matrix m n ℝ) (V : Matrix m m ℝ) : Matrix n n ℝ :=
  (Aᵀ * V⁻¹ * A)⁻¹
```

The misfit is χ²(x) = (y − Ax)ᵀ V⁻¹ (y − Ax).

```lean
/-- The misfit `(y - A x)ᵀ V⁻¹ (y - A x)` of species values `x` to the data `y`. -/
def chiSq (A : Matrix m n ℝ) (V : Matrix m m ℝ) (y : m → ℝ) (x : n → ℝ) : ℝ :=
  (y - A *ᵥ x) ⬝ᵥ V⁻¹ *ᵥ (y - A *ᵥ x)
```

A reaction of interest is a vector c of coefficients, with energy cᵀx. If the species energies have covariance S, part (a) with the single row cᵀ gives the variance cᵀSc. Its off-diagonal terms are where errors of different species can cancel.

```lean
/-- The variance `cᵀ S c` of the energy of reaction `c` when the species values
have covariance `S`. -/
def reactionVariance (S : Matrix n n ℝ) (c : n → ℝ) : ℝ := c ⬝ᵥ S *ᵥ c
```

## (b) Use positive definiteness

**Task.** Show that uᵀWu > 0 for positive definite W and u ≠ 0.

**Solution.** This is part of the definition. Mathlib states it with a conjugate, which `simpa` removes for real vectors.

```lean
omit [DecidableEq m] in
/-- A positive definite real matrix has a positive quadratic form on nonzero vectors. -/
theorem quad_pos {W : Matrix m m ℝ} (hW : W.PosDef) {u : m → ℝ} (hu : u ≠ 0) :
    0 < u ⬝ᵥ W *ᵥ u := by
  simpa using hW.dotProduct_mulVec_pos hu
```

## (c) Invert the normal matrix

**Task.** For positive definite W, show that AᵀWA is invertible and that the weighted fit satisfies LA = I.

**Solution.** Suppose AᵀWAv = 0 with v ≠ 0. Then Av ≠ 0 by independence of the columns, and (b) gives

0 < (Av)ᵀ W (Av) = vᵀ(AᵀWA)v = 0,

a contradiction. So the inverse exists, and LA = (AᵀWA)⁻¹(AᵀWA) = I.

Lean expresses invertibility through the determinant: `h0` assumes that it vanishes, which yields the vector v.

```lean
omit [DecidableEq m] in
/-- With linearly independent columns of `A` and positive definite weights, the weighted fit
has an invertible normal matrix and reproduces exact data. -/
theorem weightedFit_mul {A : Matrix m n ℝ} {W : Matrix m m ℝ} (hW : W.PosDef)
    (hA : Function.Injective A.mulVec) :
    IsUnit (Aᵀ * W * A).det ∧ weightedFit A W * A = 1 := by
  have hu : IsUnit (Aᵀ * W * A).det := by
    rw [isUnit_iff_ne_zero]
    intro h0
    obtain ⟨v, hv, hv0⟩ := Matrix.exists_mulVec_eq_zero_iff.mpr h0
    have hAv : A *ᵥ v ≠ 0 := fun h => hv (hA (h.trans (Matrix.mulVec_zero A).symm))
    have hp := quad_pos hW hAv
    have e : (A *ᵥ v) ⬝ᵥ W *ᵥ (A *ᵥ v) = v ⬝ᵥ (Aᵀ * W * A) *ᵥ v := by
      rw [← Matrix.mulVec_mulVec, ← Matrix.mulVec_mulVec, Matrix.dotProduct_mulVec v,
        Matrix.vecMul_transpose]
    rw [e, hv0, dotProduct_zero] at hp
    exact lt_irrefl _ hp
  refine ⟨hu, ?_⟩
  have e : weightedFit A W * A = (Aᵀ * W * A)⁻¹ * (Aᵀ * W * A) := by
    simp only [weightedFit, Matrix.mul_assoc]
  rw [e, Matrix.nonsing_inv_mul _ hu]
```

## (d) Record the symmetry

**Task.** Show that a positive definite real V satisfies Vᵀ = V.

**Solution.** Mathlib's definition includes that V is Hermitian, and for real entries the conjugate transpose is the transpose.

```lean
omit [Fintype m] [DecidableEq m] in
/-- A positive definite real matrix is symmetric. -/
theorem posDef_symm {V : Matrix m m ℝ} (hV : V.PosDef) : Vᵀ = V := by
  have h := hV.isHermitian.eq
  rwa [Matrix.conjTranspose_eq_transpose_of_trivial] at h
```

## (e) Split the misfit

**Task.** Write χ²(x) as its value at Gy plus a quadratic form in x − Gy.

**Solution.** Put r = y − AGy and d = A(x − Gy), so that y − Ax = r − d. Since AᵀV⁻¹AG = AᵀV⁻¹, the normal equations hold:

AᵀV⁻¹r = AᵀV⁻¹y − AᵀV⁻¹AGy = 0.

Hence dᵀV⁻¹r = 0, and by symmetry rᵀV⁻¹d = 0. The cross terms vanish, leaving

χ²(x) = rᵀV⁻¹r + dᵀV⁻¹d.

The steps appear as `hN` (the identity for G), `horth` (the normal equations), `split` (the vanishing cross terms) and `hr` (the decomposition r − d).

```lean
/-- The misfit of any `x` is the misfit of the fit with weights `V⁻¹` plus a quadratic form
in the deviation of `x` from that fit. -/
theorem chiSq_eq {A : Matrix m n ℝ} {V : Matrix m m ℝ} (hV : V.PosDef)
    (hA : Function.Injective A.mulVec) (y : m → ℝ) (x : n → ℝ) :
    chiSq A V y x = chiSq A V y (weightedFit A V⁻¹ *ᵥ y) +
      (A *ᵥ (x - weightedFit A V⁻¹ *ᵥ y)) ⬝ᵥ V⁻¹ *ᵥ (A *ᵥ (x - weightedFit A V⁻¹ *ᵥ y)) := by
  have hu := (weightedFit_mul hV.inv hA).1
  have hN : Aᵀ * V⁻¹ * A * weightedFit A V⁻¹ = Aᵀ * V⁻¹ := by
    unfold weightedFit
    rw [Matrix.mul_assoc (Aᵀ * V⁻¹ * A)⁻¹, ← Matrix.mul_assoc (Aᵀ * V⁻¹ * A),
      Matrix.mul_nonsing_inv _ hu, Matrix.one_mul]
  -- normal equations: the weighted residual is orthogonal to the range of `A`
  have horth : Aᵀ *ᵥ (V⁻¹ *ᵥ (y - A *ᵥ (weightedFit A V⁻¹ *ᵥ y))) = 0 := by
    simp only [Matrix.mulVec_sub, Matrix.mulVec_mulVec, ← Matrix.mul_assoc]
    rw [hN, sub_self]
  have split : ∀ r d : m → ℝ, d ⬝ᵥ V⁻¹ *ᵥ r = 0 →
      (r - d) ⬝ᵥ V⁻¹ *ᵥ (r - d) = r ⬝ᵥ V⁻¹ *ᵥ r + d ⬝ᵥ V⁻¹ *ᵥ d := by
    intro r d h1
    have h2 : r ⬝ᵥ V⁻¹ *ᵥ d = 0 := by
      rw [Matrix.dotProduct_mulVec, ← Matrix.mulVec_transpose, posDef_symm hV.inv,
        dotProduct_comm, h1]
    rw [Matrix.mulVec_sub, dotProduct_sub, sub_dotProduct, sub_dotProduct, h1, h2]
    ring
  have hr : y - A *ᵥ x = (y - A *ᵥ (weightedFit A V⁻¹ *ᵥ y))
      - A *ᵥ (x - weightedFit A V⁻¹ *ᵥ y) := by
    rw [Matrix.mulVec_sub A x]
    abel
  unfold chiSq
  rw [hr]
  apply split
  rw [← Matrix.vecMul_transpose, ← Matrix.dotProduct_mulVec, horth, dotProduct_zero]
```

## (f) Split the covariance

**Task.** For LA = I, show that LVLᵀ = C + (L − G)V(L − G)ᵀ.

**Solution.** For every K with KA = I,

GVKᵀ = CAᵀV⁻¹VKᵀ = C(KA)ᵀ = C.

Taking K = L gives GVLᵀ = C, and its transpose is LVGᵀ = C, because V and C are symmetric. Taking K = G gives GVGᵀ = C. Therefore

(L − G)V(L − G)ᵀ = LVLᵀ − C − C + C = LVLᵀ − C.

The identity for K is `key`, and its transposed form is `hLG`.

```lean
/-- The covariance of any fit with `L A = 1` is `C` plus the covariance carried by the
difference between `L` and the fit with weights `V⁻¹`. -/
theorem cov_decomposition {A : Matrix m n ℝ} {V : Matrix m m ℝ} (hV : V.PosDef)
    (hA : Function.Injective A.mulVec) {L : Matrix n m ℝ} (hL : L * A = 1) :
    L * V * Lᵀ = networkCov A V +
      (L - weightedFit A V⁻¹) * V * (L - weightedFit A V⁻¹)ᵀ := by
  have hVt := posDef_symm hV
  have hu : IsUnit V.det := hV.det_pos.ne'.isUnit
  have key : ∀ K : Matrix n m ℝ, K * A = 1 →
      weightedFit A V⁻¹ * V * Kᵀ = networkCov A V := by
    intro K hK
    calc weightedFit A V⁻¹ * V * Kᵀ = networkCov A V * Aᵀ * (V⁻¹ * V) * Kᵀ := by
          simp only [weightedFit, networkCov, Matrix.mul_assoc]
      _ = networkCov A V * (K * A)ᵀ := by
          rw [Matrix.nonsing_inv_mul _ hu, Matrix.mul_one, Matrix.transpose_mul,
            Matrix.mul_assoc]
      _ = networkCov A V := by rw [hK, Matrix.transpose_one, Matrix.mul_one]
  have hC : (networkCov A V)ᵀ = networkCov A V := by
    unfold networkCov
    rw [Matrix.transpose_nonsing_inv, Matrix.transpose_mul, Matrix.transpose_mul,
      Matrix.transpose_transpose, posDef_symm hV.inv, Matrix.mul_assoc]
  have hLG : L * V * (weightedFit A V⁻¹)ᵀ = networkCov A V := by
    have h := congrArg Matrix.transpose (key L hL)
    rwa [Matrix.transpose_mul, Matrix.transpose_mul, Matrix.transpose_transpose, hVt, hC,
      ← Matrix.mul_assoc] at h
  simp only [Matrix.transpose_sub, Matrix.sub_mul, Matrix.mul_sub]
  rw [hLG, key L hL, key _ (weightedFit_mul hV.inv hA).2]
  abel
```

## (g) Pass to one reaction

**Task.** Find the excess variance of reaction c under the fit L.

**Solution.** Put w = (L − G)ᵀc. Multiplying (f) by cᵀ on the left and c on the right gives

cᵀLVLᵀc = cᵀCc + wᵀVw.

Since cᵀLy = (Lᵀc)ᵀy, the vector Lᵀc lists the weights that the fit puts on the data for this reaction, and w is the difference between two such lists.

```lean
/-- For each reaction `c`, the variance under a fit with `L A = 1` exceeds `cᵀ C c` by a
quadratic form in the difference of the weights that the two fits put on the data. -/
theorem reactionVariance_eq {A : Matrix m n ℝ} {V : Matrix m m ℝ} (hV : V.PosDef)
    (hA : Function.Injective A.mulVec) {L : Matrix n m ℝ} (hL : L * A = 1) (c : n → ℝ) :
    reactionVariance (L * V * Lᵀ) c = reactionVariance (networkCov A V) c +
      ((L - weightedFit A V⁻¹)ᵀ *ᵥ c) ⬝ᵥ V *ᵥ ((L - weightedFit A V⁻¹)ᵀ *ᵥ c) := by
  unfold reactionVariance
  rw [cov_decomposition hV hA hL, Matrix.add_mulVec, dotProduct_add]
  congr 1
  rw [← Matrix.mulVec_mulVec, ← Matrix.mulVec_mulVec, Matrix.dotProduct_mulVec c,
    ← Matrix.mulVec_transpose]
```

## (h) Prove optimality

**Task.** Show that Gy is the unique minimiser of χ², that it has mean x₀ and covariance C, and that no L with LA = I gives any reaction a smaller variance.

**Solution.** If x ≠ Gy, then d = A(x − Gy) ≠ 0, so the extra term in (e) is positive. For the mean, (a) gives GAx₀ = x₀. The covariance is GVGᵀ, which is C by (f) with L = G. In (g) the excess wᵀVw is zero for w = 0 and positive otherwise.

The three bullets of the proof follow this order. The strict inequality in the first claim is what makes the minimiser unique. It holds for every fixed data vector `y`, while `Y` is the random one.

The theorem also covers computed instead of measured reaction energies if their errors can be modelled as random, with zero mean and a known positive definite covariance. A constant systematic error would leave the variances unchanged, but the fit could then have a mean other than x₀.

```lean
/-- For data with mean `A x₀` and covariance `V`, the fit with weights `V⁻¹` is the unique
minimizer of the misfit, has mean `x₀` and covariance `C`, and gives every reaction the least
variance among all linear fits with `L A = 1`. -/
theorem network_optimal {A : Matrix m n ℝ} {V : Matrix m m ℝ} (hV : V.PosDef)
    (hA : Function.Injective A.mulVec) {μ : Measure Ω} [IsProbabilityMeasure μ]
    {x₀ : n → ℝ} {Y : Ω → m → ℝ} (hY : HasMeanCov μ (A *ᵥ x₀) V Y) :
    (∀ y x, x ≠ weightedFit A V⁻¹ *ᵥ y →
      chiSq A V y (weightedFit A V⁻¹ *ᵥ y) < chiSq A V y x) ∧
    HasMeanCov μ x₀ (networkCov A V) (fun ω => weightedFit A V⁻¹ *ᵥ Y ω) ∧
    ∀ L : Matrix n m ℝ, L * A = 1 → ∀ c,
      reactionVariance (networkCov A V) c ≤ reactionVariance (L * V * Lᵀ) c := by
  have hG := (weightedFit_mul hV.inv hA).2
  refine ⟨fun y x hx => ?_, ?_, fun L hL c => ?_⟩
  · have hd : A *ᵥ (x - weightedFit A V⁻¹ *ᵥ y) ≠ 0 := fun h =>
      hx (sub_eq_zero.mp (hA (h.trans (Matrix.mulVec_zero A).symm)))
    rw [chiSq_eq hV hA y x]
    linarith [quad_pos hV.inv hd]
  · have h := hY.mulVec (weightedFit A V⁻¹)
    rw [cov_decomposition hV hA hG, sub_self, Matrix.zero_mul, Matrix.zero_mul, add_zero,
      Matrix.mulVec_mulVec, hG, Matrix.one_mulVec] at h
    exact h
  · rw [reactionVariance_eq hV hA hL c]
    by_cases h0 : (L - weightedFit A V⁻¹)ᵀ *ᵥ c = 0
    · rw [h0, zero_dotProduct, add_zero]
    · linarith [quad_pos hV h0]
```

## (i) Settle the case of equality

**Task.** When does another fit L with LA = I reach the least variance for reaction c?

**Solution.** By (g), equality means wᵀVw = 0, and by (b) this means w = 0, that is,

Lᵀc = Gᵀc.

The two fits then use the same weights for this reaction, though they may differ for others.

```lean
/-- A fit with `L A = 1` attains the least variance for reaction `c` exactly when it puts the
same weights on the data for that reaction as the fit with weights `V⁻¹`. -/
theorem reactionVariance_eq_iff {A : Matrix m n ℝ} {V : Matrix m m ℝ} (hV : V.PosDef)
    (hA : Function.Injective A.mulVec) {L : Matrix n m ℝ} (hL : L * A = 1) (c : n → ℝ) :
    reactionVariance (L * V * Lᵀ) c = reactionVariance (networkCov A V) c ↔
      Lᵀ *ᵥ c = (weightedFit A V⁻¹)ᵀ *ᵥ c := by
  rw [reactionVariance_eq hV hA hL c, ← sub_eq_zero (a := Lᵀ *ᵥ c), ← Matrix.sub_mulVec,
    ← Matrix.transpose_sub]
  constructor
  · intro h
    by_contra h0
    linarith [quad_pos hV h0]
  · intro h
    rw [h, zero_dotProduct, add_zero]
```

## (j) Ignore the covariances

**Task.** Show that the fit with weights 1/Vᵢᵢ and no off-diagonal terms obeys the same bound.

**Solution.** The diagonal entries of V are positive, so W = diag(1/Vᵢᵢ) is positive definite. By (c) this fit satisfies LA = I, and (g) gives the bound because wᵀVw ≥ 0.

**An easy mistake.** It is tempting to report (AᵀWA)⁻¹ as the covariance of this fit. The covariance is LVLᵀ, with the full V. Take one species measured twice, A = (1, 1)ᵀ, with unit variances and covariance ρ, where 0 < ρ < 1. Then (AᵀWA)⁻¹ = 1/2, which lies below C = (1 + ρ)/2 and seems to break the bound. The actual variance of the fit, the plain average, is (1 + ρ)/2. Here ignoring the covariance costs no precision, but the reported error bar is too small.

```lean
/-- The fit weighted by the inverse variances alone, ignoring the covariances of the data,
gives every reaction a variance of at least `cᵀ C c`. -/
theorem ignoring_covariances {A : Matrix m n ℝ} {V : Matrix m m ℝ} (hV : V.PosDef)
    (hA : Function.Injective A.mulVec) (c : n → ℝ) :
    reactionVariance (networkCov A V) c ≤
      reactionVariance (weightedFit A (Matrix.diagonal fun i => (V i i)⁻¹) * V *
        (weightedFit A (Matrix.diagonal fun i => (V i i)⁻¹))ᵀ) c := by
  have hW : (Matrix.diagonal fun i => (V i i)⁻¹).PosDef :=
    Matrix.PosDef.diagonal fun i => inv_pos.mpr hV.diag_pos
  rw [reactionVariance_eq hV hA (weightedFit_mul hW hA).2 c]
  have h := hV.posSemidef.dotProduct_mulVec_nonneg
    ((weightedFit A (Matrix.diagonal fun i => (V i i)⁻¹) - weightedFit A V⁻¹)ᵀ *ᵥ c)
  rw [star_trivial] at h
  linarith

end

end ThermochemicalNetwork
```

```lean
#print axioms ThermochemicalNetwork.network_optimal
#print axioms ThermochemicalNetwork.reactionVariance_eq_iff
#print axioms ThermochemicalNetwork.ignoring_covariances
```

```
'ThermochemicalNetwork.network_optimal' depends on axioms: [propext, Classical.choice, Quot.sound]
'ThermochemicalNetwork.reactionVariance_eq_iff' depends on axioms: [propext, Classical.choice, Quot.sound]
'ThermochemicalNetwork.ignoring_covariances' depends on axioms: [propext, Classical.choice, Quot.sound]
```
